# Hydrogen 2s minus c times 1s has no node at positive radius exactly when c ≥ 1/(2√2)

At the nucleus, the hydrogen 2s radial function equals 1/√2 and the 1s function equals 2. If I subtract 1/(2√2) times the 1s function, the two values cancel. In atomic units the functions are

R1(r) = 2 exp(−r)

R2(r) = (1 − r/2) exp(−r/2)/√2

and the mixture is

φ(r) = R2(r) − R1(r)/(2√2).

When I plot φ, the 2s node at r = 2 has gone: φ starts at zero and stays negative. This is the Phillips-Kleinman idea of smoothing a valence orbital by adding core character. The smoothing seems to cost something, though. I get 9/8 for the integral of r²φ², so the normalized φ should fall below 2s in the tail by a factor √(8/9).

Can all of this be proved, with the proof checked by Lean? And would a smaller amount of 1s also remove the node?

## A tangent line decides whether the node survives

A smaller amount would not. To see this, let the amplitude be any real number c and write E = exp(−r/2). Since exp(−r) = E² and 1/√2 = √2/2, the mixture φ_c = R2 − c R1 is

φ_c(r) = (√2/2)(1 − r/2) E − 2c E².

At c = 1/(2√2) = √2/4 this factors:

φ(r) = (√2/2) E (1 − r/2 − E).

The line 1 − r/2 is the tangent to exp(−r/2) at r = 0, and the exponential lies strictly above it for r > 0. Hence φ(0) = 0 and φ(r) < 0 at every positive radius. A larger c subtracts a further 2(c − √2/4)E², which keeps the function negative.

Now let c < √2/4. At the nucleus

φ_c(0) = √2/2 − 2c > 0.

At the radius r = 4 + 8|c| we have 1 − r/2 = −(1 + 4|c|), so

φ_c(r) = −E [(√2/2)(1 + 4|c|) + 2cE].

Because √2 ≥ 1 and 0 < E ≤ 1, the bracket is at least 1/2 + 2|c| − 2|c| = 1/2, and φ_c is negative there. By continuity it has a zero in between, and that zero is not at r = 0.

## The squared norm is 1 + c², and the tail shrinks to match

Squaring φ_c gives the radial density

r²φ_c² = (1/2) r²(1 − r/2)² E² − 2√2 c r²(1 − r/2) E³ + 4c² r² E⁴.

It has the primitive

P(r) = −(r⁴/8 + r²/2 + r + 1) E² − (2√2 c/3) r³ E³ − c²(2r² + 2r + 1) E⁴.

To check this, use that the derivative of Eⁿ is −(n/2)Eⁿ. The three terms then differentiate to

(r⁴/8 − r³/2 + r²/2) E² = (1/2) r²(1 − r/2)² E²

−(2√2 c/3)(3r² − 3r³/2) E³ = −2√2 c r²(1 − r/2) E³

−c²(4r + 2 − 4r² − 4r − 2) E⁴ = 4c² r² E⁴.

P tends to 0 at infinity and P(0) = −(1 + c²), so

∫₀^∞ r²φ_c² dr = 1 + c².

There is no term linear in c because 1s and 2s are orthogonal. At c = 1/(2√2) we have c² = 1/8, and the squared norm is 9/8. Since every nodeless mixture has c ≥ 1/(2√2), none has a smaller squared norm.

For the tail, take r > 2, beyond the node of 2s, and divide:

φ_c/R2 = 1 + 2√2 c E/(r/2 − 1).

This tends to 1. Normalization divides it by √(1 + c²), so the limit becomes 1/√(1 + c²), which is √(8/9) ≈ 0.943 at the critical amplitude.

In this one-electron model with a single core function, the normalized nodeless orbital therefore has too little density far from the nucleus, by a factor tending to 8/9 at best. Norm-conserving pseudopotentials are built to avoid a mismatch of this kind.

## What the Lean statements say about the orbitals

`R1` and `R2` are the real functions above, in atomic units and with both positive at the nucleus. `pseudo c` is φ_c, and `critical` is 1/(2√2). `normSq f` is the integral of r²f² over r > 0, which is the radial part of the volume integral. `normalized f` divides f by the square root of that number; for φ_c the number is at least 1.

- `nodeless_iff` says, for every real c, that φ_c is nonzero at all r > 0 exactly when `critical ≤ c`. The origin is excluded, which is why the critical mixture counts as nodeless although it vanishes there.
- `normSq_pseudo` gives the squared norm 1 + c², and `tail_ratio` gives the limit 1/√(1 + c²), both for every real c.
- `critical_pseudo_orbital` collects your four claims about φ.
- `nodeless_normSq_ge` gives the lower bound 9/8 for every nodeless mixture.

The orbitals enter as explicit formulas, and the file does not derive them from the Schrödinger equation. The 2s coefficient is fixed at 1, the amplitude is real, and 1s is the only core function. Phillips-Kleinman theory also constructs a pseudopotential whose eigenfunction is the smoothed orbital, with the valence energy preserved; no potential, Hamiltonian or energy appears here.

```lean
import Mathlib

open Filter Topology Set

namespace PhillipsKleinmanHydrogen

noncomputable section

/-- The hydrogen 1s radial function, in atomic units. -/
def R1 (r : ℝ) : ℝ := 2 * Real.exp (-r)

/-- The hydrogen 2s radial function, in atomic units. -/
def R2 (r : ℝ) : ℝ := (1 - r / 2) * Real.exp (-(r / 2)) / √2

/-- The valence 2s function with an amplitude `c` of the 1s core function subtracted. -/
def pseudo (c r : ℝ) : ℝ := R2 r - c * R1 r

/-- The core amplitude `1 / (2 √2)`. -/
def critical : ℝ := 1 / (2 * √2)

/-- The integral of `r ^ 2 * f r ^ 2` over `r > 0`. This is the squared norm of `f` when `f` is
square-integrable with the volume weight `r ^ 2`. -/
def normSq (f : ℝ → ℝ) : ℝ := ∫ r in Ioi (0 : ℝ), r ^ 2 * f r ^ 2

/-- A radial function divided by the square root of `normSq f`. This normalizes `f` when `normSq f`
is nonzero; otherwise Lean's division by zero gives the zero function. -/
def normalized (f : ℝ → ℝ) (r : ℝ) : ℝ := f r / √(normSq f)

/-- A primitive of the radial density of `pseudo c`. -/
def primitive (c r : ℝ) : ℝ :=
  -(r ^ 4 / 8 + r ^ 2 / 2 + r + 1) * Real.exp (-(r / 2)) ^ 2
    - 2 * √2 * c / 3 * r ^ 3 * Real.exp (-(r / 2)) ^ 3
    - c ^ 2 * (2 * r ^ 2 + 2 * r + 1) * Real.exp (-(r / 2)) ^ 4

lemma sqrt_two_sq : √2 ^ 2 = (2 : ℝ) := Real.sq_sqrt (by norm_num)

lemma critical_eq : critical = √2 / 4 := by
  have h : √2 ≠ (0 : ℝ) := by positivity
  unfold critical
  rw [div_eq_div_iff (by positivity) (by norm_num)]
  linear_combination (-2) * sqrt_two_sq

lemma R2_eq (r : ℝ) : R2 r = √2 / 2 * (1 - r / 2) * Real.exp (-(r / 2)) := by
  have h : √2 ≠ (0 : ℝ) := by positivity
  unfold R2
  rw [div_eq_iff h]
  linear_combination (-(1 / 2) * (1 - r / 2) * Real.exp (-(r / 2))) * sqrt_two_sq

lemma pseudo_eq (c r : ℝ) : pseudo c r =
    √2 / 2 * (1 - r / 2) * Real.exp (-(r / 2)) - 2 * c * Real.exp (-(r / 2)) ^ 2 := by
  have h : Real.exp (-r) = Real.exp (-(r / 2)) ^ 2 := by
    rw [sq, ← Real.exp_add]
    congr 1
    ring
  unfold pseudo R1
  rw [R2_eq, h]
  ring

/-- With at least the critical core amplitude, the mixed function is negative at every
positive radius. -/
theorem pseudo_neg {c r : ℝ} (hc : critical ≤ c) (hr : 0 < r) : pseudo c r < 0 := by
  rw [critical_eq] at hc
  have hE := Real.exp_pos (-(r / 2))
  have hs : (0 : ℝ) < √2 := by positivity
  -- the exponential lies strictly above its tangent
  have h1 : -(r / 2) + 1 < Real.exp (-(r / 2)) := Real.add_one_lt_exp (by linarith)
  have h2 := mul_pos (mul_pos hs hE) (sub_pos.mpr h1)
  have h3 := mul_nonneg (sub_nonneg.mpr hc) (sq_nonneg (Real.exp (-(r / 2))))
  rw [pseudo_eq]
  nlinarith

/-- The mixed function has no node at positive radius exactly when the core amplitude is at
least `1 / (2 √2)`. -/
theorem nodeless_iff (c : ℝ) : (∀ r, 0 < r → pseudo c r ≠ 0) ↔ critical ≤ c := by
  refine ⟨fun h => ?_, fun hc r hr => (pseudo_neg hc hr).ne⟩
  by_contra hc
  rw [critical_eq, not_le] at hc
  -- positive at the nucleus
  have h0 : 0 < pseudo c 0 := by
    have e : pseudo c 0 = √2 / 2 - 2 * c := by rw [pseudo_eq]; simp
    rw [e]
    linarith
  -- negative far away
  have hR : pseudo c (4 + 8 * |c|) < 0 := by
    rw [pseudo_eq]
    have hE := Real.exp_pos (-((4 + 8 * |c|) / 2))
    have hE1 : Real.exp (-((4 + 8 * |c|) / 2)) ≤ 1 :=
      Real.exp_le_one_iff.mpr (by linarith [abs_nonneg c])
    generalize Real.exp (-((4 + 8 * |c|) / 2)) = E at hE hE1 ⊢
    have hs : (1 : ℝ) ≤ √2 := Real.one_le_sqrt.mpr (by norm_num)
    have a1 : 0 ≤ (√2 - 1) * (1 + 4 * |c|) :=
      mul_nonneg (by linarith) (by linarith [abs_nonneg c])
    have a2 : 0 ≤ (|c| + c) * E := mul_nonneg (by linarith [neg_abs_le c]) hE.le
    have a3 : 0 ≤ |c| * (1 - E) := mul_nonneg (abs_nonneg c) (by linarith)
    have a4 : 0 < √2 / 2 * (1 + 4 * |c|) + 2 * c * E := by nlinarith
    have a5 := mul_pos hE a4
    linarith
  have hcont : Continuous (pseudo c) := by
    unfold pseudo R1 R2
    fun_prop
  obtain ⟨r, hr, hz⟩ := intermediate_value_Icc'
    (show (0 : ℝ) ≤ 4 + 8 * |c| by positivity) hcont.continuousOn ⟨hR.le, h0.le⟩
  have hne : r ≠ 0 := by
    rintro rfl
    exact h0.ne' hz
  exact h r (lt_of_le_of_ne hr.1 hne.symm) hz

lemma tendsto_exp_half : Tendsto (fun r : ℝ => Real.exp (-(r / 2))) atTop (𝓝 0) :=
  Real.tendsto_exp_neg_atTop_nhds_zero.comp (tendsto_id.atTop_div_const two_pos)

lemma tendsto_term (n m : ℕ) :
    Tendsto (fun r : ℝ => r ^ n * Real.exp (-(r / 2)) ^ (m + 1)) atTop (𝓝 0) := by
  have h : Tendsto (fun r : ℝ => (r / 2) ^ n * Real.exp (-(r / 2))) atTop (𝓝 0) :=
    (Real.tendsto_pow_mul_exp_neg_atTop_nhds_zero n).comp
      (tendsto_id.atTop_div_const two_pos)
  have h2 := (h.const_mul ((2 : ℝ) ^ n)).mul (tendsto_exp_half.pow m)
  rw [mul_zero, zero_mul] at h2
  refine h2.congr fun r => ?_
  rw [div_pow, pow_succ]
  field_simp

lemma primitive_eq (c : ℝ) : primitive c = fun r =>
    -1 / 8 * (r ^ 4 * Real.exp (-(r / 2)) ^ 2) + -1 / 2 * (r ^ 2 * Real.exp (-(r / 2)) ^ 2)
    + -1 * (r ^ 1 * Real.exp (-(r / 2)) ^ 2) + -1 * (r ^ 0 * Real.exp (-(r / 2)) ^ 2)
    + -(2 * √2 * c / 3) * (r ^ 3 * Real.exp (-(r / 2)) ^ 3)
    + -(2 * c ^ 2) * (r ^ 2 * Real.exp (-(r / 2)) ^ 4)
    + -(2 * c ^ 2) * (r ^ 1 * Real.exp (-(r / 2)) ^ 4)
    + -(c ^ 2) * (r ^ 0 * Real.exp (-(r / 2)) ^ 4) := by
  funext r
  unfold primitive
  ring

/-- The derivative of `primitive c` is the radial density of the mixed function. -/
theorem hasDerivAt_primitive (c r : ℝ) :
    HasDerivAt (primitive c) (r ^ 2 * pseudo c r ^ 2) r := by
  have hE : HasDerivAt (fun x : ℝ => Real.exp (-(x / 2)))
      (Real.exp (-(r / 2)) * -(1 / 2)) r := ((hasDerivAt_id' r).div_const 2).fun_neg.exp
  have K := fun n m : ℕ => (hasDerivAt_pow n r).fun_mul (hE.fun_pow m)
  rw [primitive_eq]
  refine ((((((((K 4 2).const_mul (-1 / 8)).fun_add ((K 2 2).const_mul (-1 / 2))).fun_add
    ((K 1 2).const_mul (-1))).fun_add ((K 0 2).const_mul (-1))).fun_add
    ((K 3 3).const_mul (-(2 * √2 * c / 3)))).fun_add
    ((K 2 4).const_mul (-(2 * c ^ 2)))).fun_add
    ((K 1 4).const_mul (-(2 * c ^ 2)))).fun_add
    ((K 0 4).const_mul (-(c ^ 2))) |>.congr_deriv ?_
  rw [pseudo_eq]
  simp only [Nat.cast_ofNat, Nat.cast_one, Nat.cast_zero, Nat.reduceSub]
  linear_combination
    (-(1 / 4) * r ^ 2 * (1 - r / 2) ^ 2 * Real.exp (-(r / 2)) ^ 2) * sqrt_two_sq

/-- Subtracting a core amplitude `c` gives the squared norm `1 + c ^ 2`. -/
theorem normSq_pseudo (c : ℝ) : normSq (pseudo c) = 1 + c ^ 2 := by
  have hlim : Tendsto (primitive c) atTop (𝓝 0) := by
    rw [primitive_eq]
    have h := ((((((((tendsto_term 4 1).const_mul (-1 / 8)).add
      ((tendsto_term 2 1).const_mul (-1 / 2))).add ((tendsto_term 1 1).const_mul (-1))).add
      ((tendsto_term 0 1).const_mul (-1))).add
      ((tendsto_term 3 2).const_mul (-(2 * √2 * c / 3)))).add
      ((tendsto_term 2 3).const_mul (-(2 * c ^ 2)))).add
      ((tendsto_term 1 3).const_mul (-(2 * c ^ 2)))).add
      ((tendsto_term 0 3).const_mul (-(c ^ 2)))
    simp only [mul_zero, add_zero] at h
    exact h
  have h0 : primitive c 0 = -(1 + c ^ 2) := by
    have e : Real.exp (-((0 : ℝ) / 2)) = 1 := by simp
    unfold primitive
    rw [e]
    ring
  unfold normSq
  rw [MeasureTheory.integral_Ioi_of_hasDerivAt_of_nonneg'
    (fun r _ => hasDerivAt_primitive c r) (fun r _ => by positivity) hlim, h0]
  ring

/-- Far from the nucleus, the ratio of the normalized mixed function to the 2s function
tends to `1 / √(1 + c ^ 2)`. -/
theorem tail_ratio (c : ℝ) :
    Tendsto (fun r => normalized (pseudo c) r / R2 r) atTop (𝓝 (1 / √(1 + c ^ 2))) := by
  have hw : Tendsto (fun r : ℝ => (r / 2 + -1)⁻¹) atTop (𝓝 0) :=
    tendsto_inv_atTop_zero.comp
      (tendsto_atTop_add_const_right atTop (-1) (tendsto_id.atTop_div_const two_pos))
  have h := (((tendsto_exp_half.mul hw).const_mul (2 * √2 * c)).const_add 1).div_const
    (√(1 + c ^ 2))
  rw [mul_zero, mul_zero, add_zero] at h
  refine h.congr' ?_
  filter_upwards [eventually_gt_atTop (2 : ℝ)] with r hr
  have hv : (r / 2 + -1) * (r / 2 + -1)⁻¹ = 1 := mul_inv_cancel₀ (by linarith)
  generalize (r / 2 + -1)⁻¹ = v at hv ⊢
  have hR : R2 r ≠ 0 := by
    rw [R2_eq]
    exact mul_ne_zero (mul_ne_zero (by positivity) (by linarith)) (Real.exp_pos _).ne'
  -- beyond the node of 2s, factor the 2s function out
  have key : pseudo c r = R2 r * (1 + 2 * √2 * c * (Real.exp (-(r / 2)) * v)) := by
    rw [pseudo_eq, R2_eq]
    linear_combination (c * Real.exp (-(r / 2)) ^ 2 * √2 ^ 2) * hv
      + (c * Real.exp (-(r / 2)) ^ 2) * sqrt_two_sq
  unfold normalized
  rw [normSq_pseudo, key, div_right_comm, mul_div_cancel_left₀ _ hR]

lemma critical_sq : critical ^ 2 = 1 / 8 := by
  rw [critical_eq]
  linear_combination (1 / 16) * sqrt_two_sq

/-- At core amplitude `1 / (2 √2)` the mixed function vanishes at the nucleus, is negative at
every positive radius and has squared norm `9 / 8`; once normalized, its ratio to the 2s
function tends to `√(8 / 9)` at large radius. -/
theorem critical_pseudo_orbital :
    pseudo critical 0 = 0 ∧ (∀ r, 0 < r → pseudo critical r < 0) ∧
    normSq (pseudo critical) = 9 / 8 ∧
    Tendsto (fun r => normalized (pseudo critical) r / R2 r) atTop (𝓝 √(8 / 9)) := by
  refine ⟨?_, fun r hr => pseudo_neg le_rfl hr, ?_, ?_⟩
  · have e : Real.exp (-((0 : ℝ) / 2)) = 1 := by simp
    rw [pseudo_eq, critical_eq, e]
    ring
  · rw [normSq_pseudo, critical_sq]
    norm_num
  · have e : 1 / √(1 + critical ^ 2) = √(8 / 9) := by
      rw [critical_sq, one_div, ← Real.sqrt_inv]
      norm_num
    rw [← e]
    exact tail_ratio critical

/-- Every mixture of this form without a node at positive radius has squared norm at least
`9 / 8`. -/
theorem nodeless_normSq_ge {c : ℝ} (h : ∀ r, 0 < r → pseudo c r ≠ 0) :
    9 / 8 ≤ normSq (pseudo c) := by
  have hc := (nodeless_iff c).mp h
  have h0 : 0 ≤ critical := by
    unfold critical
    positivity
  rw [normSq_pseudo]
  nlinarith [critical_sq]

end

end PhillipsKleinmanHydrogen
```

```lean
#print axioms PhillipsKleinmanHydrogen.nodeless_iff
-- 'PhillipsKleinmanHydrogen.nodeless_iff' depends on axioms: [propext, Classical.choice, Quot.sound]
#print axioms PhillipsKleinmanHydrogen.critical_pseudo_orbital
-- 'PhillipsKleinmanHydrogen.critical_pseudo_orbital' depends on axioms: [propext, Classical.choice, Quot.sound]
#print axioms PhillipsKleinmanHydrogen.nodeless_normSq_ge
-- 'PhillipsKleinmanHydrogen.nodeless_normSq_ge' depends on axioms: [propext, Classical.choice, Quot.sound]
```

## From the tangent inequality to the tail limit in Lean

`critical_eq`, `R2_eq` and `pseudo_eq` rewrite everything in terms of √2 and E, as in the derivation. After that, the only fact needed about √2 in the algebraic identities is `sqrt_two_sq`.

`pseudo_neg` takes the strict tangent inequality from `Real.add_one_lt_exp`. It multiplies this by √2 E, multiplies c − √2/4 ≥ 0 by E², and lets `nlinarith` combine the two products. This settles one direction of `nodeless_iff`. For the other, `h0` and `hR` are the signs at the nucleus and at r = 4 + 8|c|, with `a1` to `a4` showing that the bracket is positive and `a5` multiplying it by E. `intermediate_value_Icc'` then supplies the zero, and `hne` shows that it is not the origin.

For the norm, `primitive_eq` splits P into eight terms, each a constant times a power of r times a power of E. `hasDerivAt_primitive` differentiates them one by one with the product rule, and `linear_combination` confirms that the sum is r²φ_c². `tendsto_term` shows that each such term decays at infinity, starting from `tendsto_exp_half` and the standard limit for a power times a decaying exponential. `normSq_pseudo` then applies the fundamental theorem of calculus on the half-line. The version used requires a nonnegative integrand, which a squared function provides, and it needs no separate proof of integrability.

In `tail_ratio`, `hw` says that 1/(r/2 − 1) tends to 0, and `key` is the factorization of φ_c beyond r = 2. The limit concerns only large r, so `filter_upwards` can restrict the argument to that range, where `R2` is nonzero and cancels.

`critical_sq` computes c² = 1/8, which turns the general results into the values 9/8 and √(8/9) in `critical_pseudo_orbital`. For `nodeless_normSq_ge`, `nodeless_iff` gives c ≥ `critical`. Since `critical` is nonnegative, c² ≥ 1/8 follows, and with it the bound.
